# Stability of a spinless finite-patch Fermi surface whose even interaction depends only on patch-label differences: one inequality per character

## A compressible liquid that is still unstable

A Fermi liquid can have positive compressibility and still lower its energy by moving quasiparticles from one part of the Fermi surface to another at fixed particle number. Someone who checks only the compressibility may then be expanding around a state that is not a minimum. In a spinless model whose surface consists of finitely many equal patches labelled by an abelian group, with an even interaction that depends only on label differences, a complete check to second order in the distortion is one inequality per character.

## Patches and channels

Let $G$ be the group, $n$ its size, and $u_i$ the real distortion of patch $i$. In units of the kinetic cost, taken equal for all patches, and with particle energies measured from the chemical potential,

$$E(u)=\sum_i u_i^2+\frac1n\sum_{i,j}f(i-j)\,u_iu_j .$$

Here $f$ is dimensionless, with the density of states absorbed. Evenness, $f(-x)=f(x)$, says that patches $i$ and $j$ act on each other equally.

A character $c$ satisfies $c(x+y)=c(x)c(y)$ and $|c(x)|=1$; on a ring of patches, the characters are the angular harmonics. Define

$$F(c)=\frac1n\sum_x f(x)c(x),\qquad \hat u(c)=\sum_i u_i\,c(i).$$

$F(c)$ is called a Landau parameter here, though textbook normalisations may differ, for example by $2\ell+1$ in three dimensions.

## Stable exactly when every $1+F(c)>0$

Stable means that $E(u)>0$ for every $u\neq0$.

**Reality.** Since $\overline{c(x)}=c(-x)$, relabelling $x\to-x$ and using evenness gives $\overline{F(c)}=F(c)$.

**Stability implies the inequalities.** From $\mathrm{Re}\,c(i)\,\mathrm{Re}\,c(j)+\mathrm{Im}\,c(i)\,\mathrm{Im}\,c(j)=\mathrm{Re}\,c(i-j)$,

$$E(\mathrm{Re}\,c)+E(\mathrm{Im}\,c)=n+\sum_x f(x)\,\mathrm{Re}\,c(x)=n(1+F(c)).$$

The first energy is positive because $\mathrm{Re}\,c(0)=1$; the second is at least zero.

**The inequalities imply stability.** Write $|\hat u(c)|^2=\sum_{i,j}u_iu_j\,c(j-i)$. As $\sum_c c(y)$ equals $n$ for $y=0$ and $0$ otherwise, any $g$ on $G$ satisfies

$$\sum_c\Big(\sum_x g(x)c(x)\Big)|\hat u(c)|^2=n\sum_{i,j}g(i-j)u_iu_j .$$

Taking $g(x)=\delta_{x,0}$ gives Parseval, $\sum_c|\hat u(c)|^2=n\sum_i u_i^2$. Taking $g=f$ and dividing by $n$ gives the interaction sum. Together,

$$E(u)=\frac1n\sum_c(1+F(c))\,|\hat u(c)|^2 .$$

No term is negative, and by Parseval some $\hat u(c)\neq0$ when $u\ne0$, so $E(u)>0$.

## What compressibility misses

A uniform distortion $u_i=a$ has energy $na^2(1+F(1))$, where $1$ is the trivial character, so it tests only that channel. The compressibility is positive when $1+F(1)>0$. For any real $K$, take $f(x)=K+2-2n\,\delta_{x,0}$. Then $F(1)=K$, but if $\sum_iu_i=0$ the constant part of $f$ drops out and

$$E(u)=\sum_iu_i^2-2\sum_iu_i^2=-\sum_iu_i^2 .$$

A nonzero $u$ of this kind exists once $n\ge2$: put $+1$ on one patch and $-1$ on another.

**Four patches on a ring.** The $f$ above makes every non-uniform channel unstable. For a single unstable channel, take instead $f(0)=0$, $f(\pm1)=3$ and $f(2)=-2$. The uniform channel has $1+F=2$, the two characters with $c(1)=\pm i$ have $1+F=\tfrac32$, and the one with $c(1)=-1$ has $1+F=-1$. The distortion $u=(1,-1,1,-1)$ lengthens the surface along one axis and shortens it along the other. Its energy is $4+\tfrac14(-32)=-4$.

## The statement in Lean

`energy`, `landauParameter` and `amplitude` are $E$, $F$ and $\hat u$; `AddChar G ℂ` is the type of characters. In `stable_iff`, `hf` is evenness, and `0 < 1 + landauParameter f c` compares complex numbers: it says that the imaginary part vanishes and the real part is positive. `compressibility_insufficient` assumes `Nontrivial G`, meaning at least two patches.

The quadratic energy is the starting point here; it is not derived from a model of interacting electrons. Spin and the continuum limit are absent. For a ring of patches, the result is a finite analogue of Pomeranchuk's criterion for a circular Fermi surface. In a calculation that divides a two-dimensional Fermi surface into equal patches on a ring, with $f$ depending only on the difference of the labels, it says which averages of $f$ to check, within this quadratic, spinless model.

```lean
import Mathlib

open scoped ComplexOrder ComplexConjugate

namespace PatchFermiLiquid

noncomputable section

variable {G : Type*} [AddCommGroup G] [Fintype G]

/-- Energy of a distortion `u` of the Fermi surface, whose patches are labelled by `G` and
interact through `f`. -/
def energy (f u : G → ℝ) : ℝ :=
  ∑ i, u i ^ 2 + (∑ i, ∑ j, f (i - j) * u i * u j) / Fintype.card G

/-- Landau parameter of the interaction `f` in the channel of the character `c`. -/
def landauParameter (f : G → ℝ) (c : AddChar G ℂ) : ℂ :=
  (∑ x, (f x : ℂ) * c x) / Fintype.card G

/-- Amplitude of the distortion `u` in the channel of the character `c`. -/
def amplitude (u : G → ℝ) (c : AddChar G ℂ) : ℂ := ∑ i, (u i : ℂ) * c i

/-- The real part of a Landau parameter is the patch average of `f` times the real part of
the character. -/
theorem landauParameter_re (f : G → ℝ) (c : AddChar G ℂ) :
    (landauParameter f c).re = (∑ x, f x * (c x).re) / Fintype.card G := by
  simp only [landauParameter, Complex.div_natCast_re, Complex.re_sum, Complex.re_ofReal_mul]

/-- The Landau parameters of an even interaction are real. -/
theorem landauParameter_im (f : G → ℝ) (hf : ∀ x, f (-x) = f x) (c : AddChar G ℂ) :
    (landauParameter f c).im = 0 := by
  -- relabelling x as -x turns the sum into its complex conjugate
  have h2 : ∑ x, (f (-x) : ℂ) * c (-x) = ∑ x, (f x : ℂ) * c x :=
    Equiv.sum_comp (Equiv.neg G) (fun x => (f x : ℂ) * c x)
  have h : conj (landauParameter f c) = landauParameter f c := by
    unfold landauParameter
    rw [map_div₀, map_sum, map_natCast, ← h2]
    simp only [hf, AddChar.map_neg_eq_conj, map_mul, Complex.conj_ofReal]
  exact Complex.conj_eq_iff_im.mp h

/-- The energies of the real and imaginary parts of a character add up to the number of
patches times one plus the real part of its Landau parameter. -/
theorem energy_wave (f : G → ℝ) (c : AddChar G ℂ) :
    energy f (fun i => (c i).re) + energy f (fun i => (c i).im)
      = Fintype.card G * (1 + (landauParameter f c).re) := by
  have hn : (Fintype.card G : ℝ) ≠ 0 := by exact_mod_cast Fintype.card_ne_zero
  have hre : ∀ i j, (c i).re * (c j).re + (c i).im * (c j).im = (c (i - j)).re := by
    intro i j
    rw [sub_eq_add_neg, AddChar.map_add_eq_mul, AddChar.map_neg_eq_conj, Complex.mul_re,
      Complex.conj_re, Complex.conj_im]
    ring
  have hsq : ∑ i, (c i).re ^ 2 + ∑ i, (c i).im ^ 2 = (Fintype.card G : ℝ) := by
    have h1 : ∀ i, (c i).re ^ 2 + (c i).im ^ 2 = 1 := by
      intro i
      have h := hre i i
      rw [sub_self, AddChar.map_zero_eq_one, Complex.one_re] at h
      linear_combination h
    rw [← Finset.sum_add_distrib]
    simp [h1]
  -- the interaction sees only the difference of the patch labels
  have hint : (∑ i, ∑ j, f (i - j) * (c i).re * (c j).re)
      + (∑ i, ∑ j, f (i - j) * (c i).im * (c j).im)
      = Fintype.card G * ∑ x, f x * (c x).re := by
    have h : ∀ i, (∑ j, f (i - j) * (c i).re * (c j).re)
        + (∑ j, f (i - j) * (c i).im * (c j).im) = ∑ x, f x * (c x).re := by
      intro i
      have h2 : ∑ j, f (i - j) * (c (i - j)).re = ∑ x, f x * (c x).re :=
        Equiv.sum_comp (Equiv.subLeft i) (fun x => f x * (c x).re)
      rw [← Finset.sum_add_distrib, ← h2]
      refine Finset.sum_congr rfl fun j _ => ?_
      rw [← hre]
      ring
    rw [← Finset.sum_add_distrib, Finset.sum_congr rfl fun i _ => h i, Finset.sum_const,
      Finset.card_univ, nsmul_eq_mul]
  rw [landauParameter_re]
  simp only [energy]
  rw [add_add_add_comm, hsq, ← add_div, hint, mul_add, mul_one, mul_div_assoc]

/-- Convolution identity: weighting the mode intensities by the transform of `g` gives the sum of
`g (i - j) * u i * u j` over pairs of patches, times the number of patches. -/
theorem sum_modes (g : G → ℂ) (u : G → ℝ) :
    ∑ c : AddChar G ℂ, (∑ x, g x * c x) * ((‖amplitude u c‖ ^ 2 : ℝ) : ℂ)
      = Fintype.card G * ∑ i, ∑ j, g (i - j) * u i * u j := by
  classical
  have hc : ∀ c : AddChar G ℂ, (∑ x, g x * c x) * ((‖amplitude u c‖ ^ 2 : ℝ) : ℂ)
      = ∑ i, ∑ j, ∑ x, g x * u i * u j * c (x - (i - j)) := by
    intro c
    rw [← Complex.normSq_eq_norm_sq, ← Complex.mul_conj, mul_comm (amplitude u c)]
    simp only [amplitude, map_sum, map_mul, Complex.conj_ofReal]
    rw [Finset.sum_mul_sum, Finset.mul_sum]
    refine Finset.sum_congr rfl fun i _ => ?_
    rw [Finset.mul_sum]
    refine Finset.sum_congr rfl fun j _ => ?_
    rw [Finset.sum_mul]
    refine Finset.sum_congr rfl fun x _ => ?_
    rw [show x - (i - j) = x + (-i + j) by abel, AddChar.map_add_eq_mul,
      AddChar.map_add_eq_mul, AddChar.map_neg_eq_conj]
    ring
  simp only [hc]
  rw [Finset.sum_comm, Finset.mul_sum]
  refine Finset.sum_congr rfl fun i _ => ?_
  rw [Finset.sum_comm, Finset.mul_sum]
  refine Finset.sum_congr rfl fun j _ => ?_
  rw [Finset.sum_comm]
  -- orthogonality of characters selects x = i - j
  simp only [← Finset.mul_sum, AddChar.sum_apply_eq_ite, sub_eq_zero, mul_ite, mul_zero,
    Finset.sum_ite_eq', Finset.mem_univ, if_true]
  ring

/-- Parseval's identity for distortions of the Fermi surface. -/
theorem parseval (u : G → ℝ) :
    ∑ c : AddChar G ℂ, ‖amplitude u c‖ ^ 2 = Fintype.card G * ∑ i, u i ^ 2 := by
  classical
  have h := sum_modes (fun x : G => if x = 0 then (1 : ℂ) else 0) u
  simp only [ite_mul, one_mul, zero_mul, sub_eq_zero, Finset.sum_ite_eq', Finset.sum_ite_eq,
    Finset.mem_univ, if_true, AddChar.map_zero_eq_one, ← pow_two] at h
  exact_mod_cast h

/-- Normal modes: the energy is a sum over characters of the mode intensity times one plus
the Landau parameter, divided by the number of patches. -/
theorem energy_eq_modes (f u : G → ℝ) :
    (energy f u : ℂ) = (∑ c : AddChar G ℂ,
      (1 + landauParameter f c) * ((‖amplitude u c‖ ^ 2 : ℝ) : ℂ)) / Fintype.card G := by
  have hn : (Fintype.card G : ℂ) ≠ 0 := by exact_mod_cast Fintype.card_ne_zero
  have hP : ∑ c : AddChar G ℂ, ((‖amplitude u c‖ ^ 2 : ℝ) : ℂ)
      = Fintype.card G * ∑ i, (u i : ℂ) ^ 2 := by exact_mod_cast parseval u
  have hF : ∑ c : AddChar G ℂ, landauParameter f c * ((‖amplitude u c‖ ^ 2 : ℝ) : ℂ)
      = ∑ i, ∑ j, (f (i - j) : ℂ) * u i * u j := by
    simp only [landauParameter, div_mul_eq_mul_div, ← Finset.sum_div]
    rw [sum_modes (fun x => (f x : ℂ)) u, mul_div_cancel_left₀ _ hn]
  simp only [add_mul, one_mul, Finset.sum_add_distrib]
  rw [hP, hF, add_div, mul_div_cancel_left₀ _ hn]
  simp only [energy, Complex.ofReal_add, Complex.ofReal_sum, Complex.ofReal_pow,
    Complex.ofReal_div, Complex.ofReal_mul, Complex.ofReal_natCast]

/-- Stability criterion: for an even interaction every nonzero distortion costs energy if and
only if one plus the Landau parameter is positive for every character. -/
theorem stable_iff (f : G → ℝ) (hf : ∀ x, f (-x) = f x) :
    (∀ u : G → ℝ, u ≠ 0 → 0 < energy f u) ↔
      ∀ c : AddChar G ℂ, 0 < 1 + landauParameter f c := by
  have hn : (0 : ℝ) < Fintype.card G := by exact_mod_cast Fintype.card_pos
  constructor
  · -- test the energy on the real and imaginary parts of the character
    intro h c
    have hre : 0 < energy f (fun i => (c i).re) := h _ fun h0 => by
      have h1 := congrFun h0 0
      simp at h1
    have him : 0 ≤ energy f (fun i => (c i).im) := by
      by_cases h0 : (fun i => (c i).im) = 0
      · rw [h0]
        simp [energy]
      · exact (h _ h0).le
    have hpos := add_pos_of_pos_of_nonneg hre him
    rw [energy_wave] at hpos
    have h1 := (mul_pos_iff_of_pos_left hn).mp hpos
    rw [Complex.lt_def]
    exact ⟨by simpa using h1, by simp [landauParameter_im f hf c]⟩
  · -- no normal mode lowers the energy, and at least one is excited and raises it
    intro h u hu
    have hE := congrArg Complex.re (energy_eq_modes f u)
    simp only [Complex.ofReal_re, Complex.div_natCast_re, Complex.re_sum,
      Complex.re_mul_ofReal, Complex.add_re, Complex.one_re] at hE
    have hp : ∀ c, 0 < 1 + (landauParameter f c).re := fun c => by
      simpa using (Complex.lt_def.mp (h c)).1
    obtain ⟨c, hc⟩ : ∃ c, amplitude u c ≠ 0 := by
      by_contra hall
      have hall' : ∀ c, amplitude u c = 0 := fun c => not_not.mp fun hc => hall ⟨c, hc⟩
      obtain ⟨i, hi⟩ := Function.ne_iff.mp hu
      have hi' : u i ≠ 0 := hi
      have hs : 0 < ∑ i, u i ^ 2 :=
        Finset.sum_pos' (fun i _ => sq_nonneg _) ⟨i, Finset.mem_univ i, by positivity⟩
      have hq := mul_pos hn hs
      rw [← parseval] at hq
      simp [hall'] at hq
    rw [hE]
    exact div_pos (Finset.sum_pos' (fun c _ => mul_nonneg (hp c).le (sq_nonneg _))
      ⟨c, Finset.mem_univ c, mul_pos (hp c) (pow_pos (norm_pos_iff.mpr hc) 2)⟩) hn

/-- With at least two patches, an even interaction can have any prescribed real Landau
parameter `K` in the uniform channel and still give some distortion of zero total a negative
energy. -/
theorem compressibility_insufficient [Nontrivial G] (K : ℝ) :
    ∃ f : G → ℝ, (∀ x, f (-x) = f x) ∧ landauParameter f 1 = K ∧
      ∃ u : G → ℝ, ∑ i, u i = 0 ∧ energy f u < 0 := by
  classical
  have hn : (Fintype.card G : ℝ) ≠ 0 := by exact_mod_cast Fintype.card_ne_zero
  have hnC : (Fintype.card G : ℂ) ≠ 0 := by exact_mod_cast Fintype.card_ne_zero
  obtain ⟨a, ha⟩ := exists_ne (0 : G)
  -- a uniform interaction `K + 2`, plus an attractive term inside each patch
  obtain ⟨f, hf⟩ : ∃ f : G → ℝ, ∀ x, f x =
      K + 2 - if x = 0 then 2 * (Fintype.card G : ℝ) else 0 := ⟨_, fun _ => rfl⟩
  -- move quasiparticles from patch 0 to patch a
  obtain ⟨u, hu⟩ : ∃ u : G → ℝ, ∀ i, u i =
      (if i = a then 1 else 0) - (if i = 0 then 1 else 0) := ⟨_, fun _ => rfl⟩
  have hu0 : ∑ i, u i = 0 := by simp [hu, Finset.sum_sub_distrib]
  have hsq : 0 < ∑ i, u i ^ 2 :=
    Finset.sum_pos' (fun i _ => sq_nonneg _) ⟨a, Finset.mem_univ a, by simp [hu, ha]⟩
  have hs : ∑ x, f x = K * Fintype.card G := by
    simp only [hf, Finset.sum_sub_distrib, Finset.sum_const, Finset.card_univ, nsmul_eq_mul,
      Finset.sum_ite_eq', Finset.mem_univ, if_true]
    ring
  refine ⟨f, fun x => by simp [hf], ?_, u, hu0, ?_⟩
  · simp only [landauParameter, AddChar.one_apply, mul_one]
    rw [div_eq_iff hnC]
    exact_mod_cast hs
  · have hi : ∀ i, ∑ j, f (i - j) * u i * u j
        = (Fintype.card G : ℝ) * (-2 * u i ^ 2) := by
      intro i
      simp only [hf, sub_eq_zero, sub_mul, ite_mul, zero_mul, Finset.sum_sub_distrib,
        Finset.sum_ite_eq, Finset.mem_univ, if_true]
      rw [← Finset.mul_sum, hu0]
      ring
    simp only [energy, hi]
    rw [← Finset.mul_sum, mul_div_cancel_left₀ _ hn, ← Finset.mul_sum]
    linarith

end

end PatchFermiLiquid
```

```lean
#print axioms PatchFermiLiquid.stable_iff
-- 'PatchFermiLiquid.stable_iff' depends on axioms: [propext, Classical.choice, Quot.sound]
#print axioms PatchFermiLiquid.compressibility_insufficient
-- 'PatchFermiLiquid.compressibility_insufficient' depends on axioms: [propext, Classical.choice, Quot.sound]
```

## From the lemmas to the criterion

`landauParameter_re` and `landauParameter_im` give the real part of $F(c)$ and its reality. `energy_wave` is the sum of the two test energies; its `Equiv.subLeft i` replaces $j$ by $x=i-j$. `sum_modes` is the convolution identity, from which `parseval` and `energy_eq_modes` follow as above.

The first half of `stable_iff` treats $\mathrm{Im}\,c=0$ separately, since real characters have no second test distortion. The second half takes real parts of the mode formula and uses `Finset.sum_pos'`: nonnegative terms, at least one positive. `compressibility_insufficient` builds the $f$ and two-patch $u$ given above.

## Orthogonality as a rewrite rule

The Mathlib lemma `AddChar.sum_apply_eq_ite` evaluates the sum of all characters at one group element as an `if`. In `sum_modes`, repeated `Finset.sum_comm` moves the sum over characters innermost, where the lemma applies. `sub_eq_zero` turns the condition into $x=i-j$, and `Finset.sum_ite_eq'` then removes the sum over $x$.
